# For a transport matrix that field reversal transposes, the adjoint-corrected coefficient errs by a product of two solution errors

A: Take a transport coefficient $a\cdot x^\ast$ in a magnetic field $B$, where $x^\ast$ solves the finite real linear system $A(B)x^\ast=b$. Suppose that $A(-B)=A(B)^T$, and let $y^\ast$ solve the adjoint problem $A(-B)y^\ast=a$. Then for all trial vectors $x$ and $y$,

$$\bigl[a\cdot x+y\cdot(b-A(B)x)\bigr]-a\cdot x^\ast=-(y^\ast-y)\cdot A(B)(x^\ast-x).$$

If both trial solutions are slightly wrong, the corrected coefficient in square brackets is wrong only to second order.

Q: Which physical problem is this? I see only linear algebra.

A: Steady conduction in a magnetic field. An applied electric field, represented by $b$, pushes the carriers out of equilibrium. Collisions and the Lorentz force, collected in $A(B)$, balance the push. The vector $x^\ast$ is the resulting deviation from equilibrium, and $a$ reads off a current component. The identity bears on semiclassical calculations of magnetoconductivity from electronic bands, once the linearised kinetic equation has been reduced to a finite real matrix.

Q: And why should reversing the field transpose the matrix?

A: In the linearised Boltzmann equation, detailed balance makes the collision part symmetric in a basis orthonormal with respect to the equilibrium weight. The Lorentz force adds a derivative along the orbit, which is antisymmetric and linear in $B$. If the collision part doesn't depend on $B$, changing the sign of the field flips only the antisymmetric part, and that is transposition. In Lean this physics enters as an assumption, `ReversalSymmetric`.

```lean
import Mathlib

open Matrix

namespace ReversedFieldAdjoint

variable {F n : Type*} [Neg F] [Fintype n]

/-- Reversing the magnetic field transposes the transport matrix. -/
def ReversalSymmetric (A : F → Matrix n n ℝ) : Prop :=
  ∀ B, A (-B) = (A B)ᵀ
```

Q: What is `F`? I expected a real number or a vector.

A: It can be either. All that is asked of `F` is an operation written `-B`. The index type `n` is finite and labels the basis states or grid points. `A` is then any matrix-valued function of the field, not necessarily linear in it.

Q: A real distribution function has infinitely many degrees of freedom.

A: That is the step left to you: showing that the coefficient of the finite matrix problem is close to that of the continuous kinetic equation. The exact value below is always exact for the matrix, so discretisation error remains even when both linear systems are solved perfectly. Your discretisation must also preserve the transposition symmetry, or the hypothesis fails.

Q: Show me the corrected coefficient, then.

A: It is the naive estimate $a\cdot x$ plus the residual $b-A(B)x$ weighted with $y$. In Lean, `⬝ᵥ` is the dot product and `*ᵥ` applies a matrix to a vector. The second definition is a concrete model to try things on.

```lean
/-- The coefficient estimated from a trial solution `x`, plus the residual of the
transport equation weighted with a trial adjoint solution `y`. -/
def correctedCoeff {F n : Type*} [Fintype n] (A : F → Matrix n n ℝ) (B : F)
    (a b x y : n → ℝ) : ℝ :=
  a ⬝ᵥ x + y ⬝ᵥ (b - A B *ᵥ x)

/-- The planar Drude matrix with relaxation rate `γ` and signed cyclotron frequency `B`, which
stands for `-q B_z / m`. -/
def drude (γ B : ℝ) : Matrix (Fin 2) (Fin 2) ℝ :=
  !![γ, B; -B, γ]
```

Q: The sign in that Drude matrix looks unfamiliar.

A: For charge $q$, mass $m$ and a field $B_z$ along $z$, the steady Drude equations are $\gamma v_x-(qB_z/m)v_y=qE_x/m$ and $(qB_z/m)v_x+\gamma v_y=qE_y/m$. So the letter `B` in `drude` is the signed frequency $-qB_z/m$, which is positive for electrons when $B_z>0$. It is not a field in tesla. The right-hand sides are used below as unit drives.

Q: Where does the field reversal enter the derivation?

A: In one move. For any vectors $u$ and $v$,

$$u\cdot A(B)v=(A(B)^Tu)\cdot v=(A(-B)u)\cdot v.$$

The first equality is the definition of the transpose, the second is the symmetry. The Lean proof rewrites with `hA B` and then uses the library facts on transposes and dot products.

```lean
/-- For a reversal-symmetric transport matrix, moving the matrix to the other side of the
pairing reverses the field. -/
theorem pairing_reversed {A : F → Matrix n n ℝ} (hA : ReversalSymmetric A) (B : F)
    (u v : n → ℝ) : u ⬝ᵥ (A B *ᵥ v) = (A (-B) *ᵥ u) ⬝ᵥ v := by
  rw [hA B, Matrix.mulVec_transpose, Matrix.dotProduct_mulVec]
```

Q: That smells of Onsager.

A: It gives reciprocity at once. Insert $a=A(-B)y^\ast$ and $b=A(B)x^\ast$:

$$a\cdot x^\ast=(A(-B)y^\ast)\cdot x^\ast=y^\ast\cdot A(B)x^\ast=y^\ast\cdot b=b\cdot y^\ast.$$

The response of $a$ to the drive $b$ at $B$ equals the response of $b$ to the drive $a$ at $-B$. Onsager argued from microscopic reversibility; this theorem assumes the matrix symmetry instead. The exact solutions are called `xs` and `ys` in the code.

```lean
/-- Onsager reciprocity: for a reversal-symmetric transport matrix, the response of `a` to the
drive `b` at field `B` equals the response of `b` to the drive `a` at field `-B`. -/
theorem onsager_reciprocity {A : F → Matrix n n ℝ} (hA : ReversalSymmetric A) {B : F}
    {a b xs ys : n → ℝ} (hx : A B *ᵥ xs = b) (hy : A (-B) *ᵥ ys = a) :
    a ⬝ᵥ xs = b ⬝ᵥ ys := by
  rw [← hy, ← hx, ← pairing_reversed hA]
  exact dotProduct_comm _ _
```

Q: Now the product formula, with no steps skipped.

A: By the same move, $a\cdot v=(A(-B)y^\ast)\cdot v=y^\ast\cdot A(B)v$ for every $v$. Use this for $v=x$ and $v=x^\ast$, and replace $b$ by $A(B)x^\ast$:

$$\begin{aligned}
&a\cdot x+y\cdot(b-A(B)x)-a\cdot x^\ast\\
&\quad=y^\ast\cdot A(B)x+y\cdot A(B)(x^\ast-x)-y^\ast\cdot A(B)x^\ast\\
&\quad=-y^\ast\cdot A(B)(x^\ast-x)+y\cdot A(B)(x^\ast-x)\\
&\quad=-(y^\ast-y)\cdot A(B)(x^\ast-x).
\end{aligned}$$

In the proof, the local statement `h` is the formula for $a\cdot v$. The rewrite makes the three substitutions, `simp only` multiplies out the differences, and `ring` collects the terms.

```lean
/-- For a reversal-symmetric transport matrix, with `xs` solving the transport equation at
field `B` and `ys` the adjoint equation at field `-B`, the error of the corrected coefficient
is minus the pairing of the two solution errors through the transport matrix. -/
theorem corrected_sub_exact {A : F → Matrix n n ℝ} (hA : ReversalSymmetric A) {B : F}
    {a b xs ys : n → ℝ} (hx : A B *ᵥ xs = b) (hy : A (-B) *ᵥ ys = a) (x y : n → ℝ) :
    correctedCoeff A B a b x y - a ⬝ᵥ xs = -((ys - y) ⬝ᵥ (A B *ᵥ (xs - x))) := by
  -- the observable acts as the exact adjoint solution applied after the transport matrix
  have h : ∀ v, a ⬝ᵥ v = ys ⬝ᵥ (A B *ᵥ v) := fun v => by
    rw [pairing_reversed hA, hy]
  unfold correctedCoeff
  rw [h x, h xs, ← hx]
  simp only [Matrix.mulVec_sub, sub_dotProduct, dotProduct_sub]
  ring
```

Q: You never assumed that $A(B)$ is invertible.

A: The identity only needs some solution of each equation. The hypotheses `hx` and `hy` say that `xs` and `ys` are such solutions; uniqueness plays no part.

Q: Does the correction always improve the estimate?

A: No. With $y=0$ it does nothing, and with $y=-y^\ast$ it doubles the error. The gain comes from a $y$ that is itself close to $y^\ast$.

Q: Then give me a bound that says how close.

A: Suppose every component satisfies $|x^\ast_j-x_j|\le\varepsilon$ and $|y^\ast_i-y_i|\le\delta$. Write the pairing as a double sum and apply the triangle inequality:

$$\Bigl|\sum_{i,j}(y^\ast_i-y_i)A_{ij}(B)(x^\ast_j-x_j)\Bigr|\le\sum_{i,j}\delta\,|A_{ij}(B)|\,\varepsilon=\delta\varepsilon\sum_{i,j}|A_{ij}(B)|.$$

The Lean proof first establishes the double sum as `hsum`, then applies the triangle inequality to the rows and to the columns. The `calc` block bounds a single term. The sum of matrix entries can grow with the basis, so for a large grid this bound may be far from tight.

```lean
/-- For a reversal-symmetric transport matrix, if the trial solutions at `B` and `-B` are
accurate to `ε` and `δ` in every component, the corrected coefficient is accurate to `δ * ε`
times the sum of the absolute matrix entries. -/
theorem abs_corrected_sub_exact_le {A : F → Matrix n n ℝ} (hA : ReversalSymmetric A) {B : F}
    {a b xs ys : n → ℝ} (hx : A B *ᵥ xs = b) (hy : A (-B) *ᵥ ys = a) {x y : n → ℝ}
    {ε δ : ℝ} (hε : ∀ j, |xs j - x j| ≤ ε) (hδ : ∀ i, |ys i - y i| ≤ δ) :
    |correctedCoeff A B a b x y - a ⬝ᵥ xs| ≤ δ * ε * ∑ i, ∑ j, |A B i j| := by
  have hsum : (ys - y) ⬝ᵥ (A B *ᵥ (xs - x))
      = ∑ i, ∑ j, (ys i - y i) * (A B i j * (xs j - x j)) := by
    simp only [dotProduct, Matrix.mulVec, Finset.mul_sum, Pi.sub_apply]
  rw [corrected_sub_exact hA hx hy, abs_neg, hsum, Finset.mul_sum]
  -- triangle inequality over rows, then over columns
  refine (Finset.abs_sum_le_sum_abs _ _).trans (Finset.sum_le_sum fun i _ => ?_)
  rw [Finset.mul_sum]
  refine (Finset.abs_sum_le_sum_abs _ _).trans (Finset.sum_le_sum fun j _ => ?_)
  have h0 : 0 ≤ δ := (abs_nonneg _).trans (hδ i)
  rw [abs_mul, abs_mul]
  calc |ys i - y i| * (|A B i j| * |xs j - x j|)
      ≤ δ * (|A B i j| * ε) :=
        mul_le_mul (hδ i) (mul_le_mul_of_nonneg_left (hε j) (abs_nonneg _))
          (by positivity) h0
    _ = δ * ε * |A B i j| := by ring
```

Q: In practice I know neither $x^\ast$ nor $y^\ast$. I know residuals.

A: Here invertibility comes in. Let $r=b-A(B)x$ be the direct residual and $s=a-A(-B)y$ the adjoint one. Then

$$\begin{aligned}
s\cdot A(B)^{-1}r&=a\cdot A(B)^{-1}r-(A(-B)y)\cdot A(B)^{-1}r\\
&=a\cdot A(B)^{-1}r-y\cdot A(B)A(B)^{-1}r\\
&=a\cdot\bigl(A(B)^{-1}b-x\bigr)-y\cdot r.
\end{aligned}$$

Adding the corrected coefficient $a\cdot x+y\cdot r$ leaves $a\cdot A(B)^{-1}b$, the exact value. You can compute both residuals, but turning them into an error estimate still takes some control of the inverse.

The hypothesis `hdet` says that the determinant is a unit, which for real numbers means nonzero. A kinetic matrix that conserves particle number exactly is singular, since a change in that number is never relaxed. Such zero modes have to be removed before this formula applies; the product formula above doesn't need that. In the proof, `h1` cancels $A(B)A(B)^{-1}$ and `h2` cancels $A(B)^{-1}A(B)$ on $x$; the reversed pairing carries out the second line above.

```lean
/-- For a reversal-symmetric transport matrix that is invertible at field `B`, the exact
coefficient is the corrected one plus the pairing of the adjoint and direct residuals through
the inverse matrix. -/
theorem exact_eq_corrected_add_residuals [DecidableEq n] {A : F → Matrix n n ℝ}
    (hA : ReversalSymmetric A) {B : F} (hdet : IsUnit (A B).det) (a b x y : n → ℝ) :
    a ⬝ᵥ ((A B)⁻¹ *ᵥ b) = correctedCoeff A B a b x y
      + (a - A (-B) *ᵥ y) ⬝ᵥ ((A B)⁻¹ *ᵥ (b - A B *ᵥ x)) := by
  have h1 : ∀ w, A B *ᵥ ((A B)⁻¹ *ᵥ w) = w := fun w => by
    rw [Matrix.mulVec_mulVec, Matrix.mul_nonsing_inv _ hdet, Matrix.one_mulVec]
  have h2 : (A B)⁻¹ *ᵥ (A B *ᵥ x) = x := by
    rw [Matrix.mulVec_mulVec, Matrix.nonsing_inv_mul _ hdet, Matrix.one_mulVec]
  unfold correctedCoeff
  -- moved off the adjoint trial solution, the matrix cancels its inverse and leaves the residual
  rw [sub_dotProduct, ← pairing_reversed hA, h1, Matrix.mulVec_sub, h2]
  simp only [dotProduct_sub]
  ring
```

Q: Is there any honest transport matrix that meets these conditions?

A: The Drude matrix does, for $\gamma>0$. Changing the sign of `B` swaps its off-diagonal entries, which is transposition. Its determinant is $\gamma^2+B^2>0$, so it is invertible at every field, zero included. A positive $\gamma$ means that collisions actually relax the current. Lean checks the symmetry entry by entry and the determinant by an inequality.

```lean
/-- The planar Drude matrix with positive relaxation rate is reversal-symmetric, and it is
invertible at every field. -/
theorem drude_witness {γ : ℝ} (hγ : 0 < γ) :
    ReversalSymmetric (drude γ) ∧ ∀ B, IsUnit (drude γ B).det := by
  constructor
  · intro B
    ext i j
    fin_cases i <;> fin_cases j <;> simp [drude]
  · intro B
    rw [drude, Matrix.det_fin_two_of, isUnit_iff_ne_zero]
    have h : 0 < γ * γ - B * -B := by nlinarith [sq_nonneg B, mul_pos hγ hγ]
    exact h.ne'
```

Q: Put numbers in.

A: Take $\gamma=2$ and $B=1$, with drive $b=(0,1)$ and observable $a=(1,0)$. I count components from 0, as Lean does. Then

$$A(1)=\begin{pmatrix}2&1\\-1&2\end{pmatrix},\qquad x^\ast=(-0.2,\,0.4),\qquad y^\ast=(0.4,\,-0.2),$$

and the exact coefficient is $x^\ast_0=-0.2$. Choose the trial vectors $x=(-0.1,\,0.4)$ and $y=(0.4,\,-0.1)$, each wrong by $0.1$ in one component. The naive estimate is $a\cdot x=-0.1$. The residual is $b-A(1)x=(0,1)-(0.2,\,0.9)=(-0.2,\,0.1)$, and its weighted value is $y\cdot r=-0.08-0.01=-0.09$. The corrected coefficient is $-0.19$, so the error has dropped from $0.1$ to $0.01$.

The product formula agrees: $A(1)(x^\ast-x)=A(1)(-0.1,\,0)=(-0.2,\,0.1)$, and pairing it with $y^\ast-y=(0,\,-0.1)$ gives $-0.01$, hence an error of $+0.01$. The componentwise bound allows $0.1\cdot0.1\cdot6=0.06$.

Q: Suppose I forget the reversal and solve the adjoint problem at $B$. Surely that costs only a little accuracy?

A: It can cost you the sign. Keep the same $a$ and $b$, start from $x=0$, and let $y$ solve $A(B)y=a$ exactly. The residual is then $b$ itself, so the corrected coefficient is $y\cdot b=y_1$. Solving the two systems gives

$$x^\ast=\frac{(-B,\,\gamma)}{\gamma^2+B^2},\qquad y=\frac{(\gamma,\,B)}{\gamma^2+B^2}.$$

The exact value is $x^\ast_0=-B/(\gamma^2+B^2)$, and the estimate is $+B/(\gamma^2+B^2)$. With the numbers above you get $+0.2$ in place of $-0.2$. At $B=0$ both vanish and the mistake is invisible.

Q: Is this quantity the Hall coefficient $E_y/(j_xB_z)$?

A: No. It is the off-diagonal response, the velocity along the first axis per unit drive along the second, which is the Hall component of the conductivity up to constant factors. I call it the Hall response.

Q: Does Lean solve the two systems as you did?

A: It avoids the division. The equations `e1`, `e2`, `f1` and `f2` are the components of the two linear systems. The combination $\gamma e_1-Be_2+Bf_1+\gamma f_2$ eliminates $x^\ast_1$ and $y_0$ and leaves $(\gamma^2+B^2)(y_1+x^\ast_0)=0$. The first factor is positive, so $y_1=-x^\ast_0$. The last steps identify $y_1$ with the corrected coefficient and $x^\ast_0$ with the exact one.

```lean
/-- In the planar Drude model with positive relaxation rate, if the adjoint equation is solved at
`B` instead of `-B`, the correction of the zero trial solution gives the Hall response (the velocity
along the first axis per unit drive along the second) with the opposite sign. -/
theorem unreversed_adjoint_hall_sign {γ B : ℝ} (hγ : 0 < γ) {xs y : Fin 2 → ℝ}
    (hx : drude γ B *ᵥ xs = ![0, 1]) (hy : drude γ B *ᵥ y = ![1, 0]) :
    correctedCoeff (drude γ) B ![1, 0] ![0, 1] 0 y = -(![1, 0] ⬝ᵥ xs) := by
  have e1 : γ * xs 0 + B * xs 1 = 0 := by
    simpa [drude, Matrix.mulVec, dotProduct, Fin.sum_univ_two] using congrFun hx 0
  have e2 : -B * xs 0 + γ * xs 1 = 1 := by
    simpa [drude, Matrix.mulVec, dotProduct, Fin.sum_univ_two] using congrFun hx 1
  have f1 : γ * y 0 + B * y 1 = 1 := by
    simpa [drude, Matrix.mulVec, dotProduct, Fin.sum_univ_two] using congrFun hy 0
  have f2 : -B * y 0 + γ * y 1 = 0 := by
    simpa [drude, Matrix.mulVec, dotProduct, Fin.sum_univ_two] using congrFun hy 1
  -- eliminate the longitudinal components
  have hprod : (γ ^ 2 + B ^ 2) * (y 1 + xs 0) = 0 := by
    linear_combination γ * e1 - B * e2 + B * f1 + γ * f2
  have hpos : γ ^ 2 + B ^ 2 ≠ 0 := by positivity
  have hzero : y 1 + xs 0 = 0 := (mul_eq_zero.mp hprod).resolve_left hpos
  have hc : correctedCoeff (drude γ) B ![1, 0] ![0, 1] 0 y = y 1 := by
    simp [correctedCoeff, dotProduct, Fin.sum_univ_two]
  have he : (![1, 0] : Fin 2 → ℝ) ⬝ᵥ xs = xs 0 := by
    simp [dotProduct, Fin.sum_univ_two]
  rw [hc, he]
  linarith

end ReversedFieldAdjoint
```

```lean
#print axioms ReversedFieldAdjoint.corrected_sub_exact
#print axioms ReversedFieldAdjoint.abs_corrected_sub_exact_le
#print axioms ReversedFieldAdjoint.exact_eq_corrected_add_residuals
#print axioms ReversedFieldAdjoint.unreversed_adjoint_hall_sign
```

```
'ReversedFieldAdjoint.corrected_sub_exact' depends on axioms: [propext, Classical.choice, Quot.sound]
'ReversedFieldAdjoint.abs_corrected_sub_exact_le' depends on axioms: [propext, Classical.choice, Quot.sound]
'ReversedFieldAdjoint.exact_eq_corrected_add_residuals' depends on axioms: [propext, Classical.choice, Quot.sound]
'ReversedFieldAdjoint.unreversed_adjoint_hall_sign' depends on axioms: [propext, Classical.choice, Quot.sound]
```
